# Every finite real symmetric Hamiltonian matrix has a real projector onto its levels below a given energy

For a finite real symmetric matrix `H` and any real energy `μ`, the theorem states that there is a matrix `P` projecting onto the eigenvectors of `H` with eigenvalues strictly below `μ`. In orbital terms, there are real orthonormal orbitals, the columns of `C`, and energies `ε` such that `H = C * diagonal ε * Cᵀ`, and `P` has the same form with each energy replaced by an occupation: one below `μ`, zero otherwise. The attempt takes `C` and the energies from Mathlib's diagonalisation of Hermitian matrices. It then proves the eigenvalue equation `H * C = C * diagonal h.eigenvalues` entry by entry, and from it recovers `H` using the orthogonality of `C`.

An attempt in Lean 4 with a fault in it:

```lean
import Mathlib

open Matrix

namespace MagneticDensityResponse

noncomputable section

variable {n : Type*} [Fintype n] [DecidableEq n]

/-- Occupation of level `i`: one if its energy lies below `μ`, zero otherwise. -/
def occ (ε : n → ℝ) (μ : ℝ) (i : n) : ℝ := if ε i < μ then 1 else 0

/-- `P` is the projector on the eigenvalues of the real symmetric matrix `H` below `μ`,
written with real orthonormal orbitals `C` and orbital energies `ε`. -/
def IsProjectorBelow (H : Matrix n n ℝ) (μ : ℝ) (P : Matrix n n ℝ) : Prop :=
  ∃ (C : Matrix n n ℝ) (ε : n → ℝ), Cᵀ * C = 1 ∧
    H = C * diagonal ε * Cᵀ ∧ P = C * diagonal (occ ε μ) * Cᵀ

/-- Every real symmetric matrix has a projector on its eigenvalues below any given `μ`. -/
theorem exists_projector (H : Matrix n n ℝ) (hH : H.IsSymm) (μ : ℝ) :
    ∃ P, IsProjectorBelow H μ P := by
  have h : H.IsHermitian := by
    rw [Matrix.IsHermitian, conjTranspose_eq_transpose_of_trivial]
    exact hH
  let C : Matrix n n ℝ := h.eigenvectorUnitary
  have hC : Cᵀ * C = 1 := by
    have := Matrix.mem_unitaryGroup_iff'.mp h.eigenvectorUnitary.2
    rwa [star_eq_conjTranspose, conjTranspose_eq_transpose_of_trivial] at this
  -- the columns of `C` are eigenvectors
  have hE : H * C = C * diagonal h.eigenvalues := by
    ext i j
    have := congrFun (h.mulVec_eigenvectorBasis j) i
    simpa [C, Matrix.mul_apply, Matrix.mulVec, dotProduct, Matrix.mul_diagonal, mul_comm]
      using this
  refine ⟨_, C, h.eigenvalues, hC, ?_, rfl⟩
  rw [← hE, mul_assoc, mul_eq_one_comm.mp hC, mul_one]

end

end MagneticDensityResponse
```

Compiling this gives:

```
Main.lean:34:4: error: Type mismatch: After simplification, term
  this
 has type
  ∑ x, H i x * (h.eigenvectorBasis j).ofLp x = h.eigenvalues j * (h.eigenvectorBasis j).ofLp i
but is expected to have type
  ∑ j_1, H i j_1 * (h.eigenvectorBasis j).ofLp j_1 =
    ∑ j_1, diagonal h.eigenvalues j_1 j * (h.eigenvectorBasis j_1).ofLp i
```

The error is in the entrywise proof of the eigenvalue equation. After simplification the left sides of `this` and the goal agree, but the right sides do not: `this` has the single product of eigenvalue and eigenvector entry, while the goal still has a sum over `j_1` containing `diagonal h.eigenvalues j_1 j`.

The `simpa` call was given two lemmas that both apply to an entry of `C * diagonal h.eigenvalues`. `Matrix.mul_diagonal` would turn it into one product, but `Matrix.mul_apply` expanded it into a sum first. After that `Matrix.mul_diagonal` had no matrix product left to match, and nothing else in the call collapsed the sum.

The repair runs `rw [Matrix.mul_diagonal]` before simplifying, so the right side is already a single product when `Matrix.mul_apply` is used, and only `H * C` is expanded into a sum. The goal then matches `this`. Dropping `Matrix.mul_diagonal` from the `simpa` list is mere tidying, since its work is already done.

Fix (accepted with no message):

```diff
@@ -32,5 +32,6 @@
     ext i j
     have := congrFun (h.mulVec_eigenvectorBasis j) i
-    simpa [C, Matrix.mul_apply, Matrix.mulVec, dotProduct, Matrix.mul_diagonal, mul_comm]
+    rw [Matrix.mul_diagonal]
+    simpa [C, Matrix.mul_apply, Matrix.mulVec, dotProduct, mul_comm]
       using this
   refine ⟨_, C, h.eigenvalues, hC, ?_, rfl⟩
```
